# Among N electrons there are N(N − 1) ordered pairs of different electrons

The lemma `count_pairs` counts the ordered pairs of different electrons among N, where the electrons are merely labels, with no positions, states or interaction. In mathematics, it says that summing the real number 1 over every `i` in `Fin N`, and for each `i` over every `j` other than `i`, gives N(N − 1), for any natural number N, zero included. The proof first shows that each inner sum is N − 1, by adding back the missing term `j = i` and comparing with the full sum, which is N. It then puts this value into the outer sum and leaves the rest to `simp`.

As first written in Lean, the proof fails:

```lean
import Mathlib

open Finset

namespace ClassicalIonisationBound

variable {E : Type*} [NormedAddCommGroup E] {N : ℕ}

/-- There are `N (N - 1)` ordered pairs of different electrons. -/
theorem count_pairs (N : ℕ) :
    ∑ i : Fin N, ∑ _j ∈ univ.erase i, (1 : ℝ) = N * (N - 1) := by
  have h : ∀ i : Fin N, ∑ _j ∈ univ.erase i, (1 : ℝ) = N - 1 := by
    intro i
    have h1 : (1 : ℝ) + ∑ _j ∈ univ.erase i, (1 : ℝ) = ∑ _j : Fin N, (1 : ℝ) :=
      Finset.add_sum_erase _ (fun _ => (1 : ℝ)) (Finset.mem_univ i)
    have h2 : ∑ _j : Fin N, (1 : ℝ) = N := by simp
    linarith
  rw [Finset.sum_congr rfl (fun i _ => h i)]
  simp

end ClassicalIonisationBound
```

The compiler's answer:

```
Main.lean:11:63: error: unsolved goals
N : ℕ
h : ∀ (i : Fin N), ∑ _j ∈ univ.erase i, 1 = ↑N - 1
⊢ ↑N * ↑N - ↑N = ↑N * (↑N - 1)
```

Cause. The one message, `unsolved goals`, says that the proof ran out of steps with an equation still to prove: `↑N * ↑N - ↑N = ↑N * (↑N - 1)`. The counting is finished by then, and what is left is a true identity between real numbers.

After the `rw`, the left side is a sum over `Fin N` of the constant `↑N - 1`. The goal that remains shows that `simp` turned this into the difference `↑N * ↑N - ↑N`, while the right side stayed a product. The two sides are equal, but to see it one must multiply out the bracket, and `simp` with its default lemmas did not do so. Since `simp` had made progress, it raised no error itself, and Lean reported the open goal at the `by` that begins the proof.

The added `ring` proves identities of this kind in a commutative ring, here the real numbers, and so closes the goal.

This version goes through:

```diff
@@ -18,4 +18,5 @@
   rw [Finset.sum_congr rfl (fun i _ => h i)]
   simp
+  ring
 
 end ClassicalIonisationBound
```
